# For positive coupling, the Brown-Ravenhall s-wave exponent equation has a root in (0,1) exactly below the critical coupling

Suppose a basis function for an electron at a point nucleus, treated with free positive-energy projectors (the Brown-Ravenhall operator), is to carry the correct leading power $r^{s-1}$ in the s-wave. Its exponent is found by solving $\nu F(s)=2$ numerically. Here $r$ is the distance from the nucleus, $\nu=Z\alpha$ with $Z$ the nuclear charge number and $\alpha$ the fine-structure constant, and

$$F(s)=\frac{\tan(\pi s/2)}{s}+\frac{s\cot(\pi s/2)}{1-s^2},\qquad 0<s<1.$$

Before a root search on $(0,1)$ it is useful to know whether there is a root and whether it is the only one. For $\nu>0$ there is a root exactly when $\nu<2/(\pi/2+2/\pi)\approx0.906$, and it is then unique.

```lean
import Mathlib

open Set Filter
open scoped Real Topology

namespace BrownRavenhallSymbol

noncomputable section
```

## The symbol and the coupling

Throughout, $x=\pi s/2$, $t(s)=\tan x/s$ and $g(s)=1/(1-s^2)$. The ratio $t$ is `tanRatio`.

```lean
/-- The ratio `tan(πs/2)/s`, used for `0 < s < 1`. -/
def tanRatio (s : ℝ) : ℝ := Real.tan (π * s / 2) / s
```

The function $F$ is `symbol`. The equation $\nu F(s)=2$ expresses the scale-invariant balance between kinetic energy and projected Coulomb attraction at large momentum, where the electron mass drops out. The formula for $F$ is taken as given and is not derived from the operator.

```lean
/-- The Brown-Ravenhall s-wave Mellin symbol, used for `0 < s < 1`. -/
def symbol (s : ℝ) : ℝ :=
  Real.tan (π * s / 2) / s + s * Real.cot (π * s / 2) / (1 - s ^ 2)
```

The critical coupling is likewise defined by its formula. The theorems concern roots of the exponent equation; they do not address whether the operator is bounded below, other partial waves or extended nuclei.

```lean
/-- The critical coupling `2/(π/2 + 2/π)`. -/
def criticalCoupling : ℝ := 2 / (π / 2 + 2 / π)
```

## Two monotonicity facts

The condition $0<s<1$ is written `s ∈ Ioo (0 : ℝ) 1`. It gives $0<x<\pi/2$, hence $\cos x>0$.

```lean
/-- For `0 < s < 1` the angle `πs/2` lies in the open first quadrant. -/
theorem angle_bounds {s : ℝ} (hs : s ∈ Ioo (0 : ℝ) 1) :
    0 < π * s / 2 ∧ π * s / 2 < π / 2 ∧ 0 < Real.cos (π * s / 2) := by
  have hp := Real.pi_pos
  have h0 : 0 < π * s / 2 := div_pos (mul_pos hp hs.1) two_pos
  have h1 : π * s / 2 < π / 2 := by nlinarith [mul_pos hp (sub_pos.2 hs.2)]
  exact ⟨h0, h1, Real.cos_pos_of_mem_Ioo ⟨by linarith, h1⟩⟩
```

Let $0<a<b$, and let $g$ here be any real constant with $g\le a^2$. Then $g<ab$, and

$$\Bigl(b+\frac gb\Bigr)-\Bigl(a+\frac ga\Bigr)=(b-a)\Bigl(1-\frac{g}{ab}\Bigr)>0.$$

```lean
/-- If `0 < a < b` and `g ≤ a²`, the value of `t + g/t` at `t = a` is less than at `t = b`. -/
theorem add_div_lt {g a b : ℝ} (ha : 0 < a) (hab : a < b) (hg : g ≤ a ^ 2) :
    a + g / a < b + g / b := by
  have hb : 0 < b := ha.trans hab
  have hgab : g < a * b := by nlinarith [mul_pos ha (sub_pos.2 hab)]
  have h : g / a - g / b < b - a := by
    rw [div_sub_div g g ha.ne' hb.ne', div_lt_iff₀ (mul_pos ha hb)]
    nlinarith [mul_pos (sub_pos.2 hab) (sub_pos.2 hgab)]
  linarith
```

The ratio $t$ increases strictly. By the chain and quotient rules,

$$t'(s)=\frac{\tfrac{\pi}{2}s/\cos^2x-\tan x}{s^2}=\frac{x-\sin x\cos x}{s^2\cos^2x}>0,$$

because $\sin x\cos x\le\sin x<x$. In the proof, `hd` is the first form of the derivative and `e` rewrites its numerator to expose the sign.

```lean
/-- The ratio `tan(πs/2)/s` increases strictly on `0 < s < 1`. -/
theorem tanRatio_strictMonoOn : StrictMonoOn tanRatio (Ioo 0 1) := by
  have hd : ∀ s ∈ Ioo (0 : ℝ) 1, HasDerivAt tanRatio
      ((1 / Real.cos (π * s / 2) ^ 2 * (π * 1 / 2) * s
        - Real.tan (π * s / 2) * 1) / s ^ 2) s := by
    intro s hs
    have ht : HasDerivAt (fun u : ℝ => Real.tan (π * u / 2))
        (1 / Real.cos (π * s / 2) ^ 2 * (π * 1 / 2)) s :=
      HasDerivAt.comp (h₂ := Real.tan) (h := fun u : ℝ => π * u / 2) s
        (Real.hasDerivAt_tan (angle_bounds hs).2.2.ne')
        (((hasDerivAt_id' s).const_mul π).div_const 2)
    exact ht.fun_div (hasDerivAt_id' s) hs.1.ne'
  refine strictMonoOn_of_deriv_pos (convex_Ioo 0 1)
    (fun s hs => (hd s hs).continuousAt.continuousWithinAt) ?_
  intro s hs
  rw [interior_Ioo] at hs
  rw [(hd s hs).deriv]
  obtain ⟨h0, h1, hc⟩ := angle_bounds hs
  refine div_pos ?_ (pow_pos hs.1 2)
  -- the sign is that of x - sin x cos x, with x = πs/2
  have hsin : 0 < Real.sin (π * s / 2) :=
    Real.sin_pos_of_pos_of_lt_pi h0 (by linarith [Real.pi_pos])
  have hlt := Real.sin_lt h0
  have hle := mul_le_of_le_one_right hsin.le (Real.cos_le_one (π * s / 2))
  have hi := mul_one_div_cancel hc.ne'
  have e : 1 / Real.cos (π * s / 2) ^ 2 * (π * 1 / 2) * s - Real.tan (π * s / 2) * 1
      = (π * s / 2 - Real.sin (π * s / 2) * Real.cos (π * s / 2))
        * (1 / Real.cos (π * s / 2)) ^ 2 := by
    rw [Real.tan_eq_sin_div_cos]
    linear_combination (Real.sin (π * s / 2) * (1 / Real.cos (π * s / 2))) * hi
  rw [e]
  exact mul_pos (by linarith) (pow_pos (one_div_pos.2 hc) 2)
```

## A strict lower bound

Since $s\cot x=1/t$, the symbol is $F=t+g/t$. The Lean identity carries no restriction on $s$ because division by zero returns zero there; the physical range is still $(0,1)$.

```lean
/-- The symbol written through the ratio `t = tan(πs/2)/s` as `t + (1/(1 - s²))/t`. -/
theorem symbol_eq (s : ℝ) :
    symbol s = tanRatio s + 1 / (1 - s ^ 2) / tanRatio s := by
  unfold symbol tanRatio
  rw [Real.cot_eq_cos_div_sin, Real.tan_eq_sin_div_cos]
  simp only [div_eq_mul_inv, mul_inv, inv_inv]
  ring
```

From $\tan x>x$ we get $t>\pi/2>1$, and $g\ge1$. The comparison above, with its constant set to $1$ and $a=\pi/2$, gives

$$F=t+\frac gt\ge t+\frac1t>\frac\pi2+\frac2\pi.$$

```lean
/-- On `0 < s < 1` the symbol lies strictly above `π/2 + 2/π`. -/
theorem symbol_gt {s : ℝ} (hs : s ∈ Ioo (0 : ℝ) 1) : π / 2 + 2 / π < symbol s := by
  obtain ⟨h0, h1, -⟩ := angle_bounds hs
  have ht : π / 2 < tanRatio s := by
    unfold tanRatio
    rw [lt_div_iff₀ hs.1]
    linarith [Real.lt_tan h0 h1]
  have hp := Real.pi_gt_three
  have htp : 0 < tanRatio s := by linarith
  have hg : 1 ≤ 1 / (1 - s ^ 2) := by
    rw [le_div_iff₀ (by nlinarith [hs.1, hs.2])]
    nlinarith [sq_nonneg s]
  -- t + 1/t is increasing for t ≥ 1
  have h := add_div_lt (g := 1) (by linarith) ht (by nlinarith)
  rw [one_div_div] at h
  have h' := (div_le_div_iff_of_pos_right htp).mpr hg
  rw [symbol_eq]
  linarith
```

## The symbol increases

Jordan's inequality gives $\sin x\ge 2x/\pi=s$. Hence $t\cos x=\sin x/s\ge1$ and $\cos^2x\le1-s^2$, so

$$1\le t^2\cos^2x\le t^2(1-s^2),\qquad\text{that is,}\qquad g(s)\le t(s)^2.$$

For $s<u$ in $(0,1)$, both $t$ and $g$ grow, and therefore

$$F(s)=t(s)+\frac{g(s)}{t(s)}<t(u)+\frac{g(s)}{t(u)}\le t(u)+\frac{g(u)}{t(u)}=F(u).$$

These steps are `hj`, `htc`, `hcs` and `hg`, followed by the two comparisons `h` and `h'`.

```lean
/-- The symbol increases strictly on `0 < s < 1`. -/
theorem symbol_strictMonoOn : StrictMonoOn symbol (Ioo 0 1) := by
  intro s hs u hu hsu
  obtain ⟨h0, h1, hc⟩ := angle_bounds hs
  have ht := tanRatio_strictMonoOn hs hu hsu
  have htp : 0 < tanRatio s := div_pos (Real.tan_pos_of_pos_of_lt_pi_div_two h0 h1) hs.1
  -- Jordan's inequality
  have hj : s ≤ Real.sin (π * s / 2) := by
    have h := Real.mul_le_sin h0.le h1.le
    have e : 2 / π * (π * s / 2) = s := by
      linear_combination s * mul_inv_cancel₀ Real.pi_ne_zero
    rwa [e] at h
  have htc : 1 ≤ tanRatio s * Real.cos (π * s / 2) := by
    unfold tanRatio
    rw [div_mul_eq_mul_div, Real.tan_mul_cos hc.ne', le_div_iff₀ hs.1]
    linarith
  have hcs : Real.cos (π * s / 2) ^ 2 ≤ 1 - s ^ 2 := by
    nlinarith [Real.sin_sq_add_cos_sq (π * s / 2), hs.1]
  have hg : 1 / (1 - s ^ 2) ≤ tanRatio s ^ 2 := by
    rw [div_le_iff₀ (by nlinarith [hs.1, hs.2])]
    nlinarith [mul_le_mul_of_nonneg_left hcs (sq_nonneg (tanRatio s))]
  have hgu : 1 / (1 - s ^ 2) ≤ 1 / (1 - u ^ 2) :=
    one_div_le_one_div_of_le (by nlinarith [hu.1, hu.2]) (by nlinarith [hs.1])
  have h := add_div_lt htp ht hg
  have h' := (div_le_div_iff_of_pos_right (htp.trans ht)).mpr hgu
  rw [symbol_eq, symbol_eq]
  linarith
```

## Behaviour towards the two ends

As $s\to0^+$, the quotient $t(s)=(\tan(\pi s/2)-\tan0)/s$ tends to the derivative of $\tan(\pi s/2)$ at zero, which is $\pi/2$. Also $g(s)\to1$, so $F(s)\to\pi/2+2/\pi$ and the lower bound is sharp. The filter `𝓝[>] 0` expresses the approach from above.

```lean
/-- As `s` tends to zero from above, the symbol tends to `π/2 + 2/π`. -/
theorem symbol_tendsto_zero : Tendsto symbol (𝓝[>] 0) (𝓝 (π / 2 + 2 / π)) := by
  have hd : HasDerivAt (fun u : ℝ => Real.tan (π * u / 2))
      (1 / Real.cos (π * 0 / 2) ^ 2 * (π * 1 / 2)) 0 :=
    HasDerivAt.comp (h₂ := Real.tan) (h := fun u : ℝ => π * u / 2) (0 : ℝ)
      (Real.hasDerivAt_tan (by simp))
      (((hasDerivAt_id' (0 : ℝ)).const_mul π).div_const 2)
  have h := hd.tendsto_slope_zero_right
  have e : 1 / Real.cos (π * 0 / 2) ^ 2 * (π * 1 / 2) = π / 2 := by simp
  rw [e] at h
  have ht : Tendsto tanRatio (𝓝[>] 0) (𝓝 (π / 2)) := h.congr (fun s => by
    simp only [zero_add, mul_zero, zero_div, Real.tan_zero, sub_zero, smul_eq_mul, tanRatio]
    ring)
  have hc : ContinuousAt (fun s : ℝ => 1 / (1 - s ^ 2)) 0 :=
    ContinuousAt.div (by fun_prop) (by fun_prop) (by norm_num)
  have hg : Tendsto (fun s : ℝ => 1 / (1 - s ^ 2)) (𝓝[>] 0) (𝓝 1) := by
    simpa using hc.tendsto.mono_left nhdsWithin_le_nhds
  have hsum := ht.add (hg.div ht (by positivity))
  rw [one_div_div] at hsum
  exact hsum.congr (fun s => (symbol_eq s).symm)
```

The symbol is also unbounded. Given $M>0$, take $s=2\arctan(M)/\pi$, which lies in $(0,1)$. Then $\tan x=M$, so $t=M/s>M$, and $F=t+g/t>M$.

```lean
/-- The symbol exceeds every positive number somewhere on `0 < s < 1`. -/
theorem exists_symbol_gt {M : ℝ} (hM : 0 < M) : ∃ s ∈ Ioo (0 : ℝ) 1, M < symbol s := by
  have hp := Real.pi_pos
  -- choose s so that tan(πs/2) = M
  obtain ⟨s, hsdef⟩ : ∃ s, s = 2 * Real.arctan M / π := ⟨_, rfl⟩
  have hsp : s * π = 2 * Real.arctan M := by rw [hsdef, div_mul_cancel₀ _ hp.ne']
  have hs : s ∈ Ioo (0 : ℝ) 1 := by
    rw [hsdef]
    exact ⟨div_pos (mul_pos two_pos (Real.arctan_pos.2 hM)) hp,
      (div_lt_one hp).2 (by linarith [Real.arctan_lt_pi_div_two M])⟩
  have ht : M < tanRatio s := by
    unfold tanRatio
    rw [show π * s / 2 = Real.arctan M by linarith, Real.tan_arctan, lt_div_iff₀ hs.1]
    nlinarith [hs.2]
  have hg : 0 < 1 / (1 - s ^ 2) := one_div_pos.2 (by nlinarith [hs.1, hs.2])
  refine ⟨s, hs, ?_⟩
  rw [symbol_eq]
  linarith [div_pos hg (hM.trans ht)]
```

## Existence and uniqueness of the exponent

If $\nu F(s)=2$, the strict lower bound gives $\nu(\pi/2+2/\pi)<2$, so $\nu$ is below critical. At the critical coupling itself there is thus no root in the open interval.

Conversely, if $\nu>0$ is below critical, then $2/\nu>\pi/2+2/\pi$. The limit at zero supplies a point $a$ with $F(a)<2/\nu$, and unboundedness supplies $b$ with $F(b)>2/\nu$. As $F$ is continuous on $(0,1)$, the intermediate value theorem gives $s$ with $F(s)=2/\nu$.

```lean
/-- For positive coupling `ν`, the exponent equation `ν F(s) = 2` has a root in `(0,1)`
if and only if `ν` is below the critical coupling. -/
theorem exponent_exists_iff {ν : ℝ} (hν : 0 < ν) :
    (∃ s ∈ Ioo (0 : ℝ) 1, ν * symbol s = 2) ↔ ν < criticalCoupling := by
  have hF : 0 < π / 2 + 2 / π := by positivity
  unfold criticalCoupling
  rw [lt_div_iff₀ hF]
  constructor
  · rintro ⟨s, hs, h⟩
    nlinarith [mul_pos hν (sub_pos.2 (symbol_gt hs))]
  · intro h
    have hlt : π / 2 + 2 / π < 2 / ν := by
      rw [lt_div_iff₀ hν]
      linarith
    have ht : ContinuousOn tanRatio (Ioo 0 1) := by
      intro s hs
      have h1 : ContinuousAt (fun u : ℝ => Real.tan (π * u / 2)) s :=
        ContinuousAt.comp (g := Real.tan) (f := fun u : ℝ => π * u / 2)
          (Real.continuousAt_tan.2 (angle_bounds hs).2.2.ne') (by fun_prop)
      exact (h1.div continuousAt_id hs.1.ne').continuousWithinAt
    have hg : ContinuousOn (fun s : ℝ => 1 / (1 - s ^ 2)) (Ioo 0 1) :=
      ContinuousOn.div (by fun_prop) (by fun_prop)
        (fun s hs => (show (0 : ℝ) < 1 - s ^ 2 by nlinarith [hs.1, hs.2]).ne')
    have hc : ContinuousOn symbol (Ioo 0 1) :=
      (ht.add (hg.div ht (fun s hs => (div_pos (Real.tan_pos_of_pos_of_lt_pi_div_two
        (angle_bounds hs).1 (angle_bounds hs).2.1) hs.1).ne'))).congr
        (fun s _ => symbol_eq s)
    -- bracket the value 2/ν and use the intermediate value theorem
    obtain ⟨a, ha, ha'⟩ := ((symbol_tendsto_zero.eventually_lt_const hlt).and
      (Ioo_mem_nhdsGT (zero_lt_one' ℝ))).exists
    obtain ⟨b, hb', hb⟩ := exists_symbol_gt (div_pos two_pos hν)
    obtain ⟨s, hs, h2⟩ := isPreconnected_Ioo.intermediate_value ha' hb' hc ⟨ha.le, hb.le⟩
    exact ⟨s, hs, by rw [h2, mul_div_cancel₀ _ hν.ne']⟩
```

Two roots $s$ and $u$ would satisfy $\nu F(s)=\nu F(u)$. Cancelling $\nu>0$ leaves $F(s)=F(u)$, and strict monotonicity forces $s=u$. The quantifier `∃!` states existence and uniqueness together.

```lean
/-- For positive coupling below the critical one, the exponent equation has exactly one
root in `(0,1)`. -/
theorem exponent_existsUnique {ν : ℝ} (hν : 0 < ν) (hc : ν < criticalCoupling) :
    ∃! s, s ∈ Ioo (0 : ℝ) 1 ∧ ν * symbol s = 2 := by
  obtain ⟨s, hs, h⟩ := (exponent_exists_iff hν).2 hc
  refine ⟨s, ⟨hs, h⟩, ?_⟩
  rintro u ⟨hu, h'⟩
  exact symbol_strictMonoOn.injOn hu hs (mul_left_cancel₀ hν.ne' (h'.trans h.symm))

end

end BrownRavenhallSymbol
```

```lean
#print axioms BrownRavenhallSymbol.exponent_existsUnique
```

```
'BrownRavenhallSymbol.exponent_existsUnique' depends on axioms: [propext, Classical.choice, Quot.sound]
```
